# Linear extrapolation removes the 1/n error from the ratios of power-law coefficients

The power law c_n = K m^n n^(−p) is imposed here as an exact hypothesis on a real sequence for every order n ≥ 1, with c_0 left free, while the ratio and its extrapolation are defined for any sequence. With K ≠ 0 and m > 0, the ratio of successive coefficients then differs from m by an error of at most order 1/n, and the extrapolated ratio by one of at most order 1/n².

```lean
import Mathlib

open Filter Topology Set

namespace ZExpansionRatioExtrapolation

noncomputable section

/-- The coefficients follow the power law `c n = K m^n n^(-p)` for all orders `n ≥ 1`. -/
def PowerLaw (c : ℕ → ℝ) (K m p : ℝ) : Prop :=
  ∀ n : ℕ, 1 ≤ n → c n = K * m ^ n * (n : ℝ) ^ (-p)

/-- The ratio `r n = c n / c (n-1)` of successive coefficients, meant for `n ≥ 1`. -/
def ratio (c : ℕ → ℝ) (n : ℕ) : ℝ := c n / c (n - 1)

/-- The linear extrapolation `n r n - (n-1) r (n-1)` of two successive ratios in `1/n`,
meant for `n ≥ 2`. -/
def extrapolated (c : ℕ → ℝ) (n : ℕ) : ℝ :=
  n * ratio c n - ((n : ℝ) - 1) * ratio c (n - 1)

/-- The derivative of `(1 - x)^q` for `x < 1`. -/
theorem hasDerivAt_one_sub_rpow (q : ℝ) {x : ℝ} (hx : x < 1) :
    HasDerivAt (fun y : ℝ => (1 - y) ^ q) (-(q * (1 - x) ^ (q - 1))) x := by
  have h0 : HasDerivAt (fun y : ℝ => 1 - y) (-1) x := (hasDerivAt_id' x).const_sub 1
  have h : HasDerivAt (fun y : ℝ => (1 - y) ^ q) (-1 * q * (1 - x) ^ (q - 1)) x :=
    h0.rpow_const (Or.inl (sub_pos.2 hx).ne')
  exact h.congr_deriv (by ring)

/-- An exact second-order remainder formula for `(1 - x)^p - 1 + p x (1 - x)^(p-1)`. -/
theorem second_order_remainder (p : ℝ) {x : ℝ} (hx : 0 < x) (hx1 : x < 1) :
    ∃ ξ ∈ Ioo 0 x, (1 - x) ^ p - 1 + p * x * (1 - x) ^ (p - 1)
      = -(p * (p - 1) / 2) * x ^ 2 * (1 - ξ) ^ (p - 2) := by
  have hd : ∀ y : ℝ, y < 1 →
      HasDerivAt (fun y : ℝ => (1 - y) ^ p - 1 + p * y * (1 - y) ^ (p - 1))
        (-(p * (p - 1)) * y * (1 - y) ^ (p - 2)) y := by
    intro y hy
    have h1 := hasDerivAt_one_sub_rpow p hy
    have h2 := hasDerivAt_one_sub_rpow (p - 1) hy
    rw [show p - 1 - 1 = p - 2 by ring] at h2
    exact ((h1.sub_const 1).fun_add
      (((hasDerivAt_id' y).const_mul p).fun_mul h2)).congr_deriv (by ring)
  have hg : ∀ y : ℝ, HasDerivAt (fun y : ℝ => y ^ 2) (2 * y) y := fun y => by
    simpa using hasDerivAt_pow 2 y
  -- Cauchy's mean value theorem, comparing with `y^2`
  obtain ⟨ξ, hξ, h⟩ := exists_ratio_hasDerivAt_eq_ratio_slope
    (fun y : ℝ => (1 - y) ^ p - 1 + p * y * (1 - y) ^ (p - 1))
    (fun y : ℝ => -(p * (p - 1)) * y * (1 - y) ^ (p - 2)) hx
    (fun y hy => (hd y (lt_of_le_of_lt hy.2 hx1)).continuousAt.continuousWithinAt)
    (fun y hy => hd y (hy.2.trans hx1))
    (fun y : ℝ => y ^ 2) (fun y : ℝ => 2 * y)
    (fun y _ => (hg y).continuousAt.continuousWithinAt) (fun y _ => hg y)
  refine ⟨ξ, hξ, ?_⟩
  simp only [sub_zero, Real.one_rpow] at h
  have hne : 2 * ξ ≠ 0 := mul_ne_zero two_ne_zero hξ.1.ne'
  apply mul_right_cancel₀ hne
  linear_combination -h

/-- The change of `t ((1 - 1/t)^p - 1)` over a unit step, expressed through two
intermediate points. -/
theorem unit_step_difference (p : ℝ) {t : ℝ} (ht : 2 < t) :
    ∃ η ∈ Ioo (t - 1) t, ∃ ξ ∈ Ioo 0 η⁻¹,
      t * ((1 - t⁻¹) ^ p - 1) - (t - 1) * ((1 - (t - 1)⁻¹) ^ p - 1)
        = -(p * (p - 1) / 2) * η⁻¹ ^ 2 * (1 - ξ) ^ (p - 2) := by
  have hd : ∀ s : ℝ, 1 < s → HasDerivAt (fun s : ℝ => s * ((1 - s⁻¹) ^ p - 1))
      ((1 - s⁻¹) ^ p - 1 + p * s⁻¹ * (1 - s⁻¹) ^ (p - 1)) s := by
    intro s hs
    have hs0 : s ≠ 0 := (zero_lt_one.trans hs).ne'
    have h1 : s⁻¹ < 1 := inv_lt_one_of_one_lt₀ hs
    have h2 : HasDerivAt (fun y : ℝ => 1 - y⁻¹) (-(-(s ^ 2)⁻¹)) s :=
      (hasDerivAt_inv hs0).const_sub 1
    have h3 : HasDerivAt (fun y : ℝ => (1 - y⁻¹) ^ p)
        (-(-(s ^ 2)⁻¹) * p * (1 - s⁻¹) ^ (p - 1)) s :=
      h2.rpow_const (Or.inl (sub_pos.2 h1).ne')
    have e : s * (s ^ 2)⁻¹ = s⁻¹ := by field_simp
    exact ((hasDerivAt_id' s).fun_mul (h3.sub_const 1)).congr_deriv
      (by linear_combination (p * (1 - s⁻¹) ^ (p - 1)) * e)
  obtain ⟨η, hη, h⟩ := exists_hasDerivAt_eq_slope
    (fun s : ℝ => s * ((1 - s⁻¹) ^ p - 1))
    (fun s : ℝ => (1 - s⁻¹) ^ p - 1 + p * s⁻¹ * (1 - s⁻¹) ^ (p - 1))
    (show t - 1 < t by linarith)
    (fun s hs => (hd s (by linarith [hs.1])).continuousAt.continuousWithinAt)
    (fun s hs => hd s (by linarith [hs.1]))
  have hη1 : 1 < η := by linarith [hη.1]
  obtain ⟨ξ, hξ, h'⟩ := second_order_remainder p
    (inv_pos.2 (zero_lt_one.trans hη1)) (inv_lt_one_of_one_lt₀ hη1)
  refine ⟨η, hη, ξ, hξ, ?_⟩
  simp only [sub_sub_cancel, div_one] at h
  rw [← h']
  exact h.symm

variable {c : ℕ → ℝ} {K m p : ℝ}

/-- For power-law coefficients the ratio is `m (1 - 1/n)^p` for every `n ≥ 2`. -/
theorem ratio_eq (hc : PowerLaw c K m p) (hK : K ≠ 0) (hm : 0 < m) {n : ℕ} (hn : 2 ≤ n) :
    ratio c n = m * (1 - (n : ℝ)⁻¹) ^ p := by
  obtain ⟨k, rfl⟩ : ∃ k, n = k + 1 := ⟨n - 1, by omega⟩
  have hk : (0 : ℝ) < k := by exact_mod_cast (by omega : 0 < k)
  have hA : (0 : ℝ) < ((k + 1 : ℕ) : ℝ) := by positivity
  have e : 1 - ((k + 1 : ℕ) : ℝ)⁻¹ = (k : ℝ) / ((k + 1 : ℕ) : ℝ) := by
    rw [eq_div_iff hA.ne', sub_mul, inv_mul_cancel₀ hA.ne']
    push_cast
    ring
  have h1 := (Real.rpow_pos_of_pos hk p).ne'
  have h2 := (Real.rpow_pos_of_pos hA p).ne'
  unfold ratio
  rw [Nat.add_sub_cancel, hc (k + 1) (by omega), hc k (by omega), e,
    Real.div_rpow hk.le hA.le, Real.rpow_neg hk.le, Real.rpow_neg hA.le, pow_succ]
  field_simp

/-- The extrapolated ratio `s n = extrapolated c n` approaches `m` with error law `n² (s n - m) → -m
p (p-1) / 2`. -/
theorem extrapolated_error (hc : PowerLaw c K m p) (hK : K ≠ 0) (hm : 0 < m) :
    Tendsto (fun n : ℕ => (n : ℝ) ^ 2 * (extrapolated c n - m)) atTop
      (𝓝 (-(m * p * (p - 1) / 2))) := by
  have key : ∀ n : ℕ, 3 ≤ n → ∃ u ξ : ℝ, (1 ≤ u ∧ u ≤ 1 + 2 / (n : ℝ)) ∧
      (0 ≤ ξ ∧ ξ ≤ 2 / (n : ℝ)) ∧ (n : ℝ) ^ 2 * (extrapolated c n - m)
        = -(m * p * (p - 1) / 2) * (u ^ 2 * (1 - ξ) ^ (p - 2)) := by
    intro n hn
    have hn3 : (3 : ℝ) ≤ n := by exact_mod_cast hn
    obtain ⟨η, hη, ξ, hξ, h⟩ := unit_step_difference p (show (2 : ℝ) < n by linarith)
    have hη0 : 0 < η := by linarith [hη.1]
    have hi : 0 < η⁻¹ := inv_pos.2 hη0
    have hb : η⁻¹ ≤ 2 / (n : ℝ) := by
      rw [inv_eq_one_div, div_le_div_iff₀ hη0 (by linarith)]
      linarith [hη.1]
    have e1 : η * η⁻¹ = 1 := mul_inv_cancel₀ hη0.ne'
    have l1 := mul_pos (sub_pos.2 hη.2) hi
    have l2 := mul_pos (show 0 < η + 1 - n by linarith [hη.1]) hi
    refine ⟨n * η⁻¹, ξ, ⟨by nlinarith, by nlinarith⟩, ⟨hξ.1.le, hξ.2.le.trans hb⟩, ?_⟩
    unfold extrapolated
    rw [ratio_eq hc hK hm (by omega : 2 ≤ n), ratio_eq hc hK hm (by omega : 2 ≤ n - 1),
      Nat.cast_sub (by omega : 1 ≤ n), Nat.cast_one]
    linear_combination ((n : ℝ) ^ 2 * m) * h
  choose! u ξ h using key
  -- both intermediate quantities are squeezed to their limits
  have h2 : Tendsto (fun n : ℕ => 2 / (n : ℝ)) atTop (𝓝 0) :=
    tendsto_const_div_atTop_nhds_zero_nat 2
  have hu : Tendsto u atTop (𝓝 1) := by
    refine tendsto_of_tendsto_of_tendsto_of_le_of_le' tendsto_const_nhds
      (by simpa using h2.const_add 1) ?_ ?_
    · filter_upwards [eventually_ge_atTop 3] with n hn using (h n hn).1.1
    · filter_upwards [eventually_ge_atTop 3] with n hn using (h n hn).1.2
  have hξ : Tendsto ξ atTop (𝓝 0) := by
    refine tendsto_of_tendsto_of_tendsto_of_le_of_le' tendsto_const_nhds h2 ?_ ?_
    · filter_upwards [eventually_ge_atTop 3] with n hn using (h n hn).2.1.1
    · filter_upwards [eventually_ge_atTop 3] with n hn using (h n hn).2.1.2
  have hr := (hξ.const_sub 1).rpow_const (p := p - 2) (Or.inl (by norm_num))
  have hl := ((hu.pow 2).mul hr).const_mul (-(m * p * (p - 1) / 2))
  rw [sub_zero, Real.one_rpow, one_pow, mul_one, mul_one] at hl
  refine hl.congr' ?_
  filter_upwards [eventually_ge_atTop 3] with n hn using (h n hn).2.2.symm

/-- The raw ratio obeys `n (r n - m) → -p m`, while for the linearly extrapolated ratio
`n (n r n - (n-1) r (n-1) - m) → 0`. -/
theorem ratio_extrapolation (hc : PowerLaw c K m p) (hK : K ≠ 0) (hm : 0 < m) :
    Tendsto (fun n : ℕ => (n : ℝ) * (ratio c n - m)) atTop (𝓝 (-p * m)) ∧
    Tendsto (fun n : ℕ => (n : ℝ) * (extrapolated c n - m)) atTop (𝓝 0) := by
  constructor
  · -- the scaled error is a difference quotient of `(1 - x)^p` at `x = 0`
    have h := (hasDerivAt_one_sub_rpow p zero_lt_one).tendsto_slope_zero
    have hi : Tendsto (fun n : ℕ => (n : ℝ)⁻¹) atTop (𝓝[≠] 0) := by
      refine tendsto_nhdsWithin_iff.2 ⟨tendsto_inv_atTop_nhds_zero_nat, ?_⟩
      filter_upwards [eventually_gt_atTop 0] with n hn
      exact inv_ne_zero (Nat.cast_ne_zero.2 hn.ne')
    have h2 := (h.comp hi).const_mul m
    rw [show m * -(p * (1 - 0) ^ (p - 1)) = -p * m by
      rw [sub_zero, Real.one_rpow]; ring] at h2
    refine h2.congr' ?_
    filter_upwards [eventually_ge_atTop 2] with n hn
    rw [ratio_eq hc hK hm hn]
    simp only [Function.comp_apply, zero_add, sub_zero, Real.one_rpow, inv_inv, smul_eq_mul]
    ring
  · have h := (extrapolated_error hc hK hm).mul (tendsto_const_div_atTop_nhds_zero_nat (1 : ℝ))
    rw [mul_zero] at h
    refine h.congr' ?_
    filter_upwards [eventually_gt_atTop 0] with n hn
    have hn0 : (n : ℝ) ≠ 0 := Nat.cast_ne_zero.2 hn.ne'
    field_simp

/-- For `p ≠ 0` the error of the extrapolated ratio eventually falls below any fixed
fraction `ε` of the error of the raw ratio. -/
theorem extrapolation_accelerates (hc : PowerLaw c K m p) (hK : K ≠ 0) (hm : 0 < m)
    (hp : p ≠ 0) {ε : ℝ} (hε : 0 < ε) :
    ∀ᶠ n : ℕ in atTop, |extrapolated c n - m| < ε * |ratio c n - m| := by
  obtain ⟨h1, h2⟩ := ratio_extrapolation hc hK hm
  have hpos : |(0 : ℝ)| < ε * |-p * m| := by
    rw [abs_zero]
    exact mul_pos hε (abs_pos.2 (mul_ne_zero (neg_ne_zero.2 hp) hm.ne'))
  filter_upwards [h2.abs.eventually_lt (h1.abs.const_mul ε) hpos,
    eventually_gt_atTop 0] with n h hn
  have hn0 : (0 : ℝ) < n := Nat.cast_pos.2 hn
  rw [abs_mul, abs_mul, abs_of_pos hn0, mul_left_comm] at h
  exact lt_of_mul_lt_mul_left h hn0.le

/-- As estimates of `1/m`, the reciprocal raw ratio has error law `p / (m n)` and the
reciprocal extrapolated ratio has error law `p (p-1) / (2 m n²)`, in the sense of limits. -/
theorem radius_estimates (hc : PowerLaw c K m p) (hK : K ≠ 0) (hm : 0 < m) :
    Tendsto (fun n : ℕ => (n : ℝ) * (1 / ratio c n - 1 / m)) atTop (𝓝 (p / m)) ∧
    Tendsto (fun n : ℕ => (n : ℝ) ^ 2 * (1 / extrapolated c n - 1 / m)) atTop
      (𝓝 (p * (p - 1) / (2 * m))) := by
  -- an error law for `x n → m` passes to the reciprocals
  have gen : ∀ (x : ℕ → ℝ) (k : ℕ) (L : ℝ),
      Tendsto (fun n : ℕ => (n : ℝ) ^ (k + 1) * (x n - m)) atTop (𝓝 L) →
      Tendsto (fun n : ℕ => (n : ℝ) ^ (k + 1) * (1 / x n - 1 / m)) atTop
        (𝓝 (-L / (m * m))) := by
    intro x k L h
    have hx : Tendsto x atTop (𝓝 m) := by
      have h0 := (h.mul ((tendsto_const_div_atTop_nhds_zero_nat (1 : ℝ)).pow (k + 1))).add_const m
      rw [zero_pow (Nat.succ_ne_zero k), mul_zero, zero_add] at h0
      refine h0.congr' ?_
      filter_upwards [eventually_gt_atTop 0] with n hn
      have hn0 : (n : ℝ) ^ (k + 1) ≠ 0 := pow_ne_zero _ (Nat.cast_ne_zero.2 hn.ne')
      rw [div_pow, one_pow, mul_right_comm, mul_one_div_cancel hn0]
      ring
    refine (h.neg.div (hx.mul_const m) (mul_pos hm hm).ne').congr' ?_
    filter_upwards [hx.eventually_ne hm.ne'] with n hn
    have e : 1 / x n - 1 / m = -(x n - m) / (x n * m) := by
      rw [div_sub_div _ _ hn hm.ne']
      ring
    simp only [Pi.div_apply, e]
    ring
  constructor
  · have h := gen (ratio c) 0 (-p * m) (by simpa using (ratio_extrapolation hc hK hm).1)
    rw [show -(-p * m) / (m * m) = p / m by field_simp] at h
    simpa only [zero_add, pow_one] using h
  · have h := gen (extrapolated c) 1 _ (extrapolated_error hc hK hm)
    rw [show -(-(m * p * (p - 1) / 2)) / (m * m) = p * (p - 1) / (2 * m) by
      field_simp] at h
    exact h

/-- For `p = 1` the extrapolated ratio equals `m` exactly at every order `n ≥ 3`. -/
theorem extrapolated_exact (hc : PowerLaw c K m 1) (hK : K ≠ 0) (hm : 0 < m)
    {n : ℕ} (hn : 3 ≤ n) : extrapolated c n = m := by
  have hn3 : (3 : ℝ) ≤ n := by exact_mod_cast hn
  have h1 : (n : ℝ) * (n : ℝ)⁻¹ = 1 := mul_inv_cancel₀ (by linarith)
  have h2 : ((n : ℝ) - 1) * ((n : ℝ) - 1)⁻¹ = 1 :=
    mul_inv_cancel₀ (show (0 : ℝ) < n - 1 by linarith).ne'
  unfold extrapolated
  rw [ratio_eq hc hK hm (by omega : 2 ≤ n), ratio_eq hc hK hm (by omega : 2 ≤ n - 1),
    Nat.cast_sub (by omega : 1 ≤ n), Nat.cast_one, Real.rpow_one, Real.rpow_one]
  linear_combination (-m) * h1 + m * h2

end

end ZExpansionRatioExtrapolation
```

```lean
#print axioms ZExpansionRatioExtrapolation.extrapolated_error
-- 'ZExpansionRatioExtrapolation.extrapolated_error' depends on axioms: [propext, Classical.choice, Quot.sound]
#print axioms ZExpansionRatioExtrapolation.extrapolation_accelerates
-- 'ZExpansionRatioExtrapolation.extrapolation_accelerates' depends on axioms: [propext, Classical.choice, Quot.sound]
#print axioms ZExpansionRatioExtrapolation.radius_estimates
-- 'ZExpansionRatioExtrapolation.radius_estimates' depends on axioms: [propext, Classical.choice, Quot.sound]
#print axioms ZExpansionRatioExtrapolation.extrapolated_exact
-- 'ZExpansionRatioExtrapolation.extrapolated_exact' depends on axioms: [propext, Classical.choice, Quot.sound]
```

## Ratios, intercepts and limits

The predicate `PowerLaw c K m p` says that c_n = K m^n n^(−p) for n ≥ 1, where p is any real number. Two quantities are built from the sequence:

r_n = c_n / c_(n−1)
s_n = n r_n − (n−1) r_(n−1)

In Lean they are `ratio c n` and `extrapolated c n`. If r_n is plotted against 1/n, then s_n is the intercept at 1/n = 0 of the straight line through two neighbouring points. Since c_0 is free, the power law determines r_n from n = 2 on and s_n from n = 3 on.

The theorem `ratio_extrapolation` states two limits for n → ∞:

n (r_n − m) → −p m
n (s_n − m) → 0

`extrapolated_error` sharpens the second:

n² (s_n − m) → −m p (p−1)/2

`extrapolation_accelerates` compares the two errors directly. If p ≠ 0, then for every ε > 0 the inequality |s_n − m| < ε |r_n − m| holds for all sufficiently large n, which is the meaning of `∀ᶠ n : ℕ in atTop`. For p = 0 both errors vanish once the power law fixes the ratios, so the strict inequality fails.

`radius_estimates` gives the corresponding laws for the reciprocals:

n (1/r_n − 1/m) → p/m
n² (1/s_n − 1/m) → p (p−1)/(2m)

Finally, `extrapolated_exact` says that s_n = m for every n ≥ 3 when p = 1.

## The coefficients as a series in 1/Z

In the Z-expansion, the energy of an atom with a fixed number of electrons and nuclear charge Z is written, in scaled units, as a power series in λ = 1/Z. The electron repulsion is the perturbation, and c_n stands for the energy coefficient of order n. Because r_n → m > 0, the ratio test gives the series Σ c_n λ^n the radius of convergence 1/m, so it converges for Z > m. The file works with the number 1/m and does not define the power series or its radius.

The constant K sets the overall size of the coefficients, m fixes the distance from λ = 0 to the nearest singularity, and p reflects the kind of singularity found there. For p = 1 and |λ| < 1/m, for instance, the terms with n ≥ 1 sum to −K ln(1 − mλ).

For coefficients that follow this single power law exactly, the result says how fast the estimates 1/r_n and 1/s_n approach the radius of convergence as the perturbation order n grows. The power law is assumed and not derived from the Schrödinger equation, and the coefficients are taken as exactly known, without rounding errors. For the ground state of an atom with two or more electrons it cannot hold from n = 1 on: the first-order coefficient, a mean repulsion, is positive and the second-order one is negative, while the law with m > 0 gives all c_n with n ≥ 1 the sign of K. The sequence can thus serve at most as a model for the high orders. The limits depend only on those orders, so they would be the same if the law began at some later n, although the file does not state that version.

## The first-order error of the raw ratio

For n ≥ 2 both coefficients in r_n obey the power law. The constant K cancels, one factor m remains, and

r_n = m ((n−1)/n)^p = m (1 − 1/n)^p.

This is `ratio_eq`. The proof writes n = k + 1, inserts the two power laws and clears the nonzero denominators.

Now set x = 1/n. Then

n (r_n − m) = m [(1−x)^p − 1]/x.

The bracket divided by x is the difference quotient of (1−x)^p at x = 0, where the derivative is −p. Hence the limit is −p m. In Lean, `hasDerivAt_one_sub_rpow` supplies the derivative, and `tendsto_slope_zero` turns it into a limit of difference quotients, which is then evaluated along x = 1/n.

## Why the extrapolated error is of second order

Define, for t > 1,

h(t) = t [(1 − 1/t)^p − 1].

Then n r_n = m n + m h(n) for n ≥ 2. Subtracting the same relation at n − 1 gives, for n ≥ 3,

s_n − m = m [h(n) − h(n−1)].

By the mean value theorem there is a point η between n − 1 and n with

s_n − m = m h′(η).

The product rule gives

h′(t) = (1 − 1/t)^p − 1 + (p/t)(1 − 1/t)^(p−1).

With x = 1/t this is the function

g(x) = (1−x)^p − 1 + p x (1−x)^(p−1),

which vanishes at x = 0. In its derivative the two terms p (1−x)^(p−1) cancel, leaving

g′(x) = −p (p−1) x (1−x)^(p−2).

Cauchy's mean value theorem, applied to g(x) and x² on the interval from 0 to x, gives a point ξ in between with

g(x)/x² = g′(ξ)/(2ξ) = −[p (p−1)/2] (1−ξ)^(p−2).

This is `second_order_remainder`. The lemma `unit_step_difference` combines it with the first mean value step by taking x = 1/η. The result is an exact expression for n ≥ 3:

n² (s_n − m) = −[m p (p−1)/2] (n/η)² (1−ξ)^(p−2), with 0 < ξ < 1/η.

Since η lies between n − 1 and n, the factor n/η lies between 1 and 1 + 2/n, and ξ lies between 0 and 2/n. Therefore n/η → 1 and ξ → 0, and the right-hand side tends to −m p (p−1)/2. In `extrapolated_error`, `key` collects these bounds, `choose!` turns the intermediate values into sequences `u` and `ξ`, with u = n/η, and the squeeze theorem gives their limits. Multiplying the n² law by 1/n then yields n (s_n − m) → 0.

## Comparing the errors and passing to the radius

For the comparison, n |s_n − m| tends to 0, while ε n |r_n − m| tends to ε |p| m, which is positive if p ≠ 0. The first quantity is therefore eventually smaller than the second, and the common factor n cancels.

For the reciprocals, let x_n be either r_n or s_n. Once x_n ≠ 0,

1/x_n − 1/m = −(x_n − m)/(x_n m).

The denominator tends to m², so each error law is multiplied by −1/m². The auxiliary statement `gen` in `radius_estimates` does this for both sequences.

For p = 1 the ratio satisfies n r_n = m (n−1), and therefore

s_n = m (n−1) − m (n−2) = m.

## A power law that holds only asymptotically

Another model would require c_n = K m^n n^(−p) (1 + ε_n) with a correction ε_n → 0. This weaker assumption does not suffice for the limits above. With ε_n = (−1)^n/n, the correction alone adds to n (r_n − m) a term that approaches 2m (−1)^n, so the limit does not exist.

A smooth correction is harmless at first order. If ε_n has an asymptotic expansion in powers of 1/n with leading term a/n, expanding the ratios leaves both limits of `ratio_extrapolation` in place and changes the constant in the n² law to m [a − p (p−1)/2]. The exactness at p = 1 is then lost in general. These statements about corrected coefficients come from an informal expansion and are not among the theorems of the file.
